# With prefactor one half, the Finnis–Sinclair square root is a lower bound to the tight-binding band energy per spin on a one-orbital site with zero on-site energy

## Exact on the middle atom, too low on the end atoms

The square-root energy $-\tfrac12\sqrt{\sum_j H_{ij}^2}$ never seems to lie above the exact band energy of site $i$ when the on-site energies are zero, but I can't see whether that is general. I took a chain of three atoms with one orbital each, hopping $h$ between neighbours, and all states below zero filled. Per spin, the middle atom has the exact energy $-0.707\,|h|$, and the square root reproduces it. Each end atom has $-0.354\,|h|$, and the square root gives $-0.5\,|h|$. Is the error always in this direction, and what makes the middle atom special?

## The error has one sign, and the local spectrum decides its size

Yes, for one orbital per site. Let $H$ be a real symmetric Hamiltonian with orthonormal eigenvectors $c_k$ and energies $e_k$, and let $c_k(i)$ be the amplitude of state $k$ on site $i$. If $H_{ii}=0$, then

$$E_i=\sum_k c_k(i)^2\min(e_k,0)\;\ge\;-\tfrac12\sqrt{\mu_i},\qquad \mu_i=\sum_j H_{ij}^2 .$$

Equality holds exactly when every eigenstate with weight on site $i$ has $|e_k|=\sqrt{\mu_i}$. If the whole diagonal vanishes, the sum of the square-root energies over sites is a lower bound to the total band energy $\sum_k\min(e_k,0)$.

Your chain has energies $0$ and $\pm\sqrt2\,|h|$. The zero-energy state has a node on the middle atom, so that atom sees only $|e_k|=\sqrt2\,|h|=\sqrt{\mu_i}$. An end atom has weight on all three states, and none of them has $|e_k|=|h|$, its own $\sqrt{\mu_i}$.

For potentials with a square-root bonding term, this gives the sign of the second-moment error within a non-interacting, one-orbital model whose Fermi level lies at the on-site energy. A prefactor fitted to data in place of $\tfrac12$ need not keep that sign.

### From completeness to the bound

Put the eigenvectors into the rows of a square matrix $C$. Orthonormality says $CC^T=1$, and for a square matrix this implies $C^TC=1$. Hence, for any vectors $u$ and $v$,

$$\sum_k (c_k\cdot u)(c_k\cdot v)=u\cdot v .$$

Two vectors are needed. The unit vector $\delta_i$ on site $i$ has components $c_k\cdot\delta_i=c_k(i)$. The row $r_i$ of $H$, with entries $H_{ij}$, has components

$$c_k\cdot r_i=\sum_j H_{ij}c_k(j)=e_k\,c_k(i)$$

by the eigenvalue equation. The three pairings of these vectors give the norm, mean and second moment of the local spectrum:

$$\sum_k c_k(i)^2=1,\qquad \sum_k c_k(i)^2e_k=H_{ii}=0,\qquad \sum_k c_k(i)^2e_k^2=\mu_i .$$

Since $\min(x,0)=(x-|x|)/2$ and the mean vanishes,

$$E_i=-\tfrac12A_i,\qquad A_i=\sum_k c_k(i)^2|e_k| .$$

This is where the factor $\tfrac12$ comes from: the negative and positive parts of the local spectrum balance, and only the negative part is occupied.

For any real $a$, expanding the square gives

$$0\le\sum_k c_k(i)^2(|e_k|-a)^2=\mu_i-2aA_i+a^2 .$$

With $a=A_i$ this reads $A_i^2\le\mu_i$, so $A_i\le\sqrt{\mu_i}$ and $E_i\ge-\tfrac12\sqrt{\mu_i}$.

If equality holds, then $A_i=\sqrt{\mu_i}$. The choice $a=\sqrt{\mu_i}$ makes the right-hand side $\mu_i-2\mu_i+\mu_i=0$. Every term of the sum is then zero, so $|e_k|=\sqrt{\mu_i}$ wherever $c_k(i)\ne0$. Conversely, if all those $|e_k|$ equal $\sqrt{\mu_i}$, so does their average $A_i$.

For the total, exchange the sums and use the normalisation of each eigenvector:

$$\sum_iE_i=\sum_k\min(e_k,0)\sum_ic_k(i)^2=\sum_k\min(e_k,0).$$

### An isolated site with negative on-site energy breaks the bound

Without a condition on the diagonal the inequality can fail. Take one site with $H=(-1)$. Its band energy is $-1$, while the square root gives $-\tfrac12$, which is higher. So the bound does not extend to all negative on-site energies, but it does extend to positive ones. For those, $E_i=\tfrac12(H_{ii}-A_i)$, and the bound still follows from $A_i\le\sqrt{\mu_i}$.

### Sites, states and energies in Lean

The finite type `n` labels the sites, with one orbital on each, and also the eigenstates, so there are as many states as sites. `H i j` is the Hamiltonian matrix element, `e k` an energy and `c k i` the amplitude $c_k(i)$. The predicate `IsEigenbasis H e c` says that the vectors `c k` are orthonormal and satisfy the eigenvalue equation. The theorems hold for every such basis, whatever choice is made within a degenerate level. `exists_eigenbasis` shows that each real symmetric `H` has one.

`siteBandEnergy` is $E_i$ per spin, at zero temperature and with the Fermi level at zero. `meanAbsEnergy` is $A_i$. The name `finnisSinclair` stands for the bonding term $-\tfrac12\sqrt{\mu_i}$ alone. The potential known by that name also has a pair repulsion, and its prefactor is fitted.

The hypothesis `hd : H i i = 0` places the orbital energy of the site at the Fermi level. The total bound, `sum_finnisSinclair_le_bandEnergy`, asks for this on every site. That placement is an assumption of the model: in a real metal the number of electrons determines the Fermi level, which need not lie at the orbital energy.

```lean
import Mathlib

open Matrix

namespace SecondMomentSiteEnergy

noncomputable section

variable {n : Type*} [Fintype n] [DecidableEq n]

/-- The vectors `c k` are a complete orthonormal set of eigenvectors of the real
Hamiltonian `H`, with energies `e k`; `c k i` is the amplitude on site `i`. -/
structure IsEigenbasis (H : Matrix n n ℝ) (e : n → ℝ) (c : n → n → ℝ) : Prop where
  orthonormal : ∀ k l, c k ⬝ᵥ c l = if k = l then 1 else 0
  eigen : ∀ k, H *ᵥ c k = e k • c k

/-- The band energy of site `i`, per spin, with the Fermi level at zero: each eigenstate of
negative energy contributes its energy times its weight on the site. -/
def siteBandEnergy (e : n → ℝ) (c : n → n → ℝ) (i : n) : ℝ :=
  ∑ k, c k i ^ 2 * min (e k) 0

/-- The Finnis-Sinclair bonding energy of site `i`, with prefactor one half: minus half the square
root of the sum of the squared elements of row `i` of `H`, the diagonal one included. -/
def finnisSinclair (H : Matrix n n ℝ) (i : n) : ℝ :=
  -√(∑ j, H i j ^ 2) / 2

/-- The average of `|e|` over the eigenstates, weighted by their weight on site `i`. -/
def meanAbsEnergy (e : n → ℝ) (c : n → n → ℝ) (i : n) : ℝ :=
  ∑ k, c k i ^ 2 * |e k|

/-- Every real symmetric Hamiltonian has a complete orthonormal set of eigenvectors. -/
theorem exists_eigenbasis (H : Matrix n n ℝ) (hH : H.IsSymm) :
    ∃ e c, IsEigenbasis H e c := by
  have hH' : H.IsHermitian := by
    rw [Matrix.IsHermitian, Matrix.conjTranspose_eq_transpose_of_trivial]
    exact hH
  refine ⟨hH'.eigenvalues, fun k => (hH'.eigenvectorBasis k).ofLp,
    ⟨fun k l => ?_, fun k => hH'.mulVec_eigenvectorBasis k⟩⟩
  have h := orthonormal_iff_ite.mp hH'.eigenvectorBasis.orthonormal k l
  rw [EuclideanSpace.inner_eq_star_dotProduct, star_trivial] at h
  rw [dotProduct_comm]
  exact h

variable {H : Matrix n n ℝ} {e : n → ℝ} {c : n → n → ℝ}

/-- Parseval's identity: the overlap of two vectors is the sum over eigenstates of the
products of their components. -/
theorem IsEigenbasis.parseval (hc : IsEigenbasis H e c) (u v : n → ℝ) :
    ∑ k, (c k ⬝ᵥ u) * (c k ⬝ᵥ v) = u ⬝ᵥ v := by
  have h1 : Matrix.of c * (Matrix.of c)ᵀ = 1 := by
    ext k l
    rw [Matrix.one_apply, ← hc.orthonormal k l]
    simp [Matrix.mul_apply, dotProduct]
  -- for a square matrix, orthonormal rows imply completeness
  have h2 : (Matrix.of c)ᵀ * Matrix.of c = 1 := mul_eq_one_comm.mp h1
  calc ∑ k, (c k ⬝ᵥ u) * (c k ⬝ᵥ v)
      = (Matrix.of c *ᵥ u) ⬝ᵥ (Matrix.of c *ᵥ v) := rfl
    _ = u ⬝ᵥ v := by
      rw [Matrix.dotProduct_mulVec, ← Matrix.mulVec_transpose, Matrix.mulVec_mulVec, h2,
        Matrix.one_mulVec]

/-- The weights of the eigenstates on a site add up to one. -/
theorem IsEigenbasis.sum_weight (hc : IsEigenbasis H e c) (i : n) :
    ∑ k, c k i ^ 2 = 1 := by
  have h := hc.parseval (Pi.single i 1) (Pi.single i 1)
  simpa [pow_two] using h

/-- On a site with zero on-site energy, the band energy is minus half the local average
of `|e|`. -/
theorem IsEigenbasis.siteBandEnergy_eq (hc : IsEigenbasis H e c) (i : n) (hd : H i i = 0) :
    siteBandEnergy e c i = -meanAbsEnergy e c i / 2 := by
  have amp : ∀ k, c k ⬝ᵥ H i = e k * c k i := fun k => by
    rw [dotProduct_comm]
    exact congrFun (hc.eigen k) i
  -- the local mean energy is the on-site energy, which vanishes
  have hmean : ∑ k, c k i ^ 2 * e k = 0 := by
    have h := hc.parseval (Pi.single i 1) (H i)
    simp only [dotProduct_single_one, single_one_dotProduct, amp, hd] at h
    rw [← h]
    exact Finset.sum_congr rfl fun k _ => by ring
  have hmin : ∀ x : ℝ, min x 0 = (x - |x|) / 2 := fun x => by
    rcases le_total x 0 with h | h
    · rw [min_eq_left h, abs_of_nonpos h]; ring
    · rw [min_eq_right h, abs_of_nonneg h]; ring
  have hsplit : siteBandEnergy e c i
      = (∑ k, c k i ^ 2 * e k - ∑ k, c k i ^ 2 * |e k|) / 2 := by
    unfold siteBandEnergy
    rw [← Finset.sum_sub_distrib, Finset.sum_div]
    exact Finset.sum_congr rfl fun k _ => by rw [hmin]; ring
  rw [hsplit, hmean, meanAbsEnergy]
  ring

/-- The local mean square deviation of `|e|` from any reference value `a`, in terms of the squared
elements of row `i` of `H` and the local average of `|e|`. -/
theorem IsEigenbasis.deviation (hc : IsEigenbasis H e c) (i : n) (a : ℝ) :
    ∑ k, c k i ^ 2 * (|e k| - a) ^ 2
      = ∑ j, H i j ^ 2 - 2 * a * meanAbsEnergy e c i + a ^ 2 := by
  have amp : ∀ k, c k ⬝ᵥ H i = e k * c k i := fun k => by
    rw [dotProduct_comm]
    exact congrFun (hc.eigen k) i
  have hsq : ∑ k, c k i ^ 2 * e k ^ 2 = ∑ j, H i j ^ 2 := by
    have h := hc.parseval (H i) (H i)
    simp only [amp] at h
    calc ∑ k, c k i ^ 2 * e k ^ 2 = ∑ k, e k * c k i * (e k * c k i) :=
          Finset.sum_congr rfl fun k _ => by ring
      _ = H i ⬝ᵥ H i := h
      _ = ∑ j, H i j ^ 2 := Finset.sum_congr rfl fun j _ => (pow_two _).symm
  calc ∑ k, c k i ^ 2 * (|e k| - a) ^ 2
      = ∑ k, (c k i ^ 2 * e k ^ 2 - 2 * a * (c k i ^ 2 * |e k|) + a ^ 2 * c k i ^ 2) :=
        Finset.sum_congr rfl fun k _ => by rw [← sq_abs (e k)]; ring
    _ = ∑ j, H i j ^ 2 - 2 * a * meanAbsEnergy e c i + a ^ 2 := by
        rw [Finset.sum_add_distrib, Finset.sum_sub_distrib, ← Finset.mul_sum,
          ← Finset.mul_sum, hsq, hc.sum_weight i, meanAbsEnergy, mul_one]

/-- On a site with zero on-site energy, the Finnis-Sinclair energy is a lower bound to the
exact site band energy. -/
theorem finnisSinclair_le_siteBandEnergy (hc : IsEigenbasis H e c) (i : n)
    (hd : H i i = 0) : finnisSinclair H i ≤ siteBandEnergy e c i := by
  -- the variance of `|e|` about its own average is non-negative
  have hv := hc.deviation i (meanAbsEnergy e c i)
  have h0 : 0 ≤ ∑ k, c k i ^ 2 * (|e k| - meanAbsEnergy e c i) ^ 2 :=
    Finset.sum_nonneg fun k _ => by positivity
  have hle : meanAbsEnergy e c i ≤ √(∑ j, H i j ^ 2) :=
    Real.le_sqrt_of_sq_le (by nlinarith)
  rw [hc.siteBandEnergy_eq i hd, finnisSinclair]
  linarith

/-- On a site with zero on-site energy, the Finnis-Sinclair energy is exact if and only if
all eigenstates with weight on the site have the same `|e|`, equal to the root of the sum of
squared hoppings. -/
theorem siteBandEnergy_eq_iff (hc : IsEigenbasis H e c) (i : n) (hd : H i i = 0) :
    siteBandEnergy e c i = finnisSinclair H i ↔
      ∀ k, c k i ≠ 0 → |e k| = √(∑ j, H i j ^ 2) := by
  rw [hc.siteBandEnergy_eq i hd, finnisSinclair]
  constructor
  · intro h k hk
    have hA : meanAbsEnergy e c i = √(∑ j, H i j ^ 2) := by linarith
    have hS : √(∑ j, H i j ^ 2) ^ 2 = ∑ j, H i j ^ 2 :=
      Real.sq_sqrt (Finset.sum_nonneg fun j _ => sq_nonneg _)
    have hz : ∑ k, c k i ^ 2 * (|e k| - √(∑ j, H i j ^ 2)) ^ 2 = 0 := by
      rw [hc.deviation, hA]
      linear_combination -hS
    have hnn : ∀ k ∈ Finset.univ, 0 ≤ c k i ^ 2 * (|e k| - √(∑ j, H i j ^ 2)) ^ 2 :=
      fun k _ => by positivity
    -- a vanishing sum of non-negative terms vanishes term by term
    have hk0 := (Finset.sum_eq_zero_iff_of_nonneg hnn).1 hz k (Finset.mem_univ k)
    rcases mul_eq_zero.1 hk0 with h0 | h0
    · exact absurd ((pow_eq_zero_iff two_ne_zero).1 h0) hk
    · exact sub_eq_zero.1 ((pow_eq_zero_iff two_ne_zero).1 h0)
  · intro h
    have hA : meanAbsEnergy e c i = √(∑ j, H i j ^ 2) := by
      calc meanAbsEnergy e c i = ∑ k, c k i ^ 2 * √(∑ j, H i j ^ 2) := by
            refine Finset.sum_congr rfl fun k _ => ?_
            by_cases hk : c k i = 0
            · rw [hk]; ring
            · rw [h k hk]
        _ = √(∑ j, H i j ^ 2) := by rw [← Finset.sum_mul, hc.sum_weight i, one_mul]
    rw [hA]

/-- For a Hamiltonian with zero diagonal, the Finnis-Sinclair energy summed over sites is a
lower bound to the exact band energy, the sum of the negative eigenvalues. -/
theorem sum_finnisSinclair_le_bandEnergy (hc : IsEigenbasis H e c) (hd : ∀ i, H i i = 0) :
    ∑ i, finnisSinclair H i ≤ ∑ k, min (e k) 0 := by
  calc ∑ i, finnisSinclair H i ≤ ∑ i, siteBandEnergy e c i :=
        Finset.sum_le_sum fun i _ => finnisSinclair_le_siteBandEnergy hc i (hd i)
    _ = ∑ k, ∑ i, c k i ^ 2 * min (e k) 0 := Finset.sum_comm
    _ = ∑ k, min (e k) 0 := by
        refine Finset.sum_congr rfl fun k _ => ?_
        -- each eigenvector is normalised
        have hk : ∑ i, c k i ^ 2 = 1 := by
          have h := hc.orthonormal k k
          simpa [dotProduct, pow_two] using h
        rw [← Finset.sum_mul, hk, one_mul]

/-- The even and odd combinations of the two site orbitals of a dimer. -/
def dimerStates : Fin 2 → Fin 2 → ℝ :=
  ![![√2 / 2, √2 / 2], ![√2 / 2, -(√2 / 2)]]

/-- The even and odd states are an orthonormal eigenbasis of the dimer with hopping `h`,
with energies `h` and `-h`. -/
theorem dimer_witness (h : ℝ) :
    IsEigenbasis !![0, h; h, 0] ![h, -h] dimerStates := by
  have hs : √2 / 2 * (√2 / 2) = (1 / 2 : ℝ) := by
    have h2 : √2 * √2 = (2 : ℝ) := Real.mul_self_sqrt (by norm_num)
    linarith
  unfold dimerStates
  generalize √2 / 2 = s at hs ⊢
  constructor
  · intro k l
    fin_cases k <;> fin_cases l <;> simp [dotProduct, Fin.sum_univ_two]
    all_goals linarith
  · intro k
    ext i
    fin_cases k <;> fin_cases i <;> simp [Matrix.mulVec, dotProduct, Fin.sum_univ_two]

/-- For the dimer the Finnis-Sinclair energy of each site is exact. -/
theorem dimer_exact (h : ℝ) (i : Fin 2) :
    siteBandEnergy ![h, -h] dimerStates i = finnisSinclair !![0, h; h, 0] i := by
  refine (siteBandEnergy_eq_iff (dimer_witness h) i (by fin_cases i <;> simp)).2
    fun k _ => ?_
  fin_cases i <;> fin_cases k <;> simp [Fin.sum_univ_two, Real.sqrt_sq_eq_abs]

end

end SecondMomentSiteEnergy
```

```lean
#print axioms SecondMomentSiteEnergy.exists_eigenbasis
#print axioms SecondMomentSiteEnergy.finnisSinclair_le_siteBandEnergy
#print axioms SecondMomentSiteEnergy.sum_finnisSinclair_le_bandEnergy
#print axioms SecondMomentSiteEnergy.dimer_exact
```

```
'SecondMomentSiteEnergy.exists_eigenbasis' depends on axioms: [propext, Classical.choice, Quot.sound]
'SecondMomentSiteEnergy.finnisSinclair_le_siteBandEnergy' depends on axioms: [propext, Classical.choice, Quot.sound]
'SecondMomentSiteEnergy.sum_finnisSinclair_le_bandEnergy' depends on axioms: [propext, Classical.choice, Quot.sound]
'SecondMomentSiteEnergy.dimer_exact' depends on axioms: [propext, Classical.choice, Quot.sound]
```

### The lemmas behind each step

`exists_eigenbasis` takes the eigenvalues and eigenvectors from Mathlib's spectral theorem for Hermitian matrices, since a real symmetric matrix is Hermitian.

`IsEigenbasis.parseval` is the completeness relation. The matrix $C$ is `Matrix.of c`, and `mul_eq_one_comm` turns $CC^T=1$ into $C^TC=1$. `IsEigenbasis.sum_weight` applies the relation to the site vector `Pi.single i 1`, paired with itself.

`IsEigenbasis.siteBandEnergy_eq` proves $E_i=-A_i/2$. Its local fact `amp` is $c_k\cdot r_i=e_kc_k(i)$, read off from component `i` of the eigenvalue equation. `hmean` is the vanishing mean, and `hmin` is the formula for $\min(x,0)$, checked separately for the two signs of $x$.

`IsEigenbasis.deviation` is the expanded square for arbitrary `a`. The second moment enters through `hsq`, which is Parseval's identity for the row `H i` paired with itself.

In `finnisSinclair_le_siteBandEnergy`, the lemma is used with `a` equal to `meanAbsEnergy e c i`. `nlinarith` extracts $A_i^2\le\mu_i$, `Real.le_sqrt_of_sq_le` takes the root, and `linarith` restores the factor $-\tfrac12$.

`siteBandEnergy_eq_iff` uses the same lemma with $a=\sqrt{\mu_i}$. The step from a vanishing sum to vanishing terms is `Finset.sum_eq_zero_iff_of_nonneg`. In the converse direction, states with a node on the site are treated separately, as nothing is assumed about their energies.

`sum_finnisSinclair_le_bandEnergy` adds the site bounds, exchanges the sums with `Finset.sum_comm` and uses $\sum_ic_k(i)^2=1$.

The last theorems treat two atoms with hopping $h$ of either sign. `dimer_witness` checks that the normalised even and odd states have energies $h$ and $-h$. It replaces $\sqrt2/2$ by a symbol $s$ with $s^2=\tfrac12$ and goes through the components. Both states have $|e_k|=|h|=\sqrt{\mu_i}$, so `dimer_exact` follows from the equality criterion: each atom has exactly the square-root energy, $-|h|/2$.
